# Trace-normalised squaring of a real symmetric matrix converges to the projector on its strictly dominant eigenvector

## The iteration and its limit

Let $A$ be a real symmetric matrix, such as a Hamiltonian whose matrix elements in a finite orthonormal basis are real. The aim is to find the projector on the eigenvector whose eigenvalue is largest in magnitude. Set

$$X_0=A,\qquad X_{k+1}=\frac{X_k^2}{\operatorname{tr}(X_k^2)} .$$

Suppose $Av=lv$, $v\cdot v=1$ and $l\neq0$, and every eigenvector orthogonal to $v$ has an eigenvalue $\mu$ with $|\mu|<|l|$. Then no step divides by zero, and $X_k\to vv^{\mathsf T}$.

In Lean, `squaring A k` is $X_k$, `n` is any finite index type, `v ⬝ᵥ w` is the dot product, `A *ᵥ v` is $Av$, and `vecMulVec v v` is $vv^{\mathsf T}$. The hypotheses are `hA` (symmetry), `hv1` (unit length), `hv` (the eigenvalue equation), `hl` ($l\ne0$) and `hgap`, which ranges over nonzero eigenvectors orthogonal to $v$. `Tendsto` expresses entrywise convergence; no rate is stated.

If $l\neq0$ is a nondegenerate ground-state energy and strictly larger in magnitude than every other eigenvalue, the limit is the density matrix of the pure ground state within that finite basis. The theorem is about exact arithmetic: it does not treat floating-point rounding, or bound the error after a finite number of steps.

```lean
import Mathlib

open Matrix Filter Topology

namespace RepeatedSquaring

noncomputable section

variable {n : Type*} [Fintype n]
```

Two identities need none of these hypotheses. Dividing by the trace removes a nonzero scalar factor, and $Mw=cw$ implies $M\,ww^{\mathsf T}=c\,ww^{\mathsf T}$.

```lean
/-- Normalisation by the trace removes any nonzero scalar factor. -/
theorem normalise_smul {c : ℝ} (hc : c ≠ 0) (M : Matrix n n ℝ) :
    ((c • M).trace)⁻¹ • (c • M) = (M.trace)⁻¹ • M := by
  rw [Matrix.trace_smul, smul_smul, smul_eq_mul, mul_inv, mul_right_comm,
    inv_mul_cancel₀ hc, one_mul]

/-- A matrix acts on the dyad `w wᵀ` of one of its eigenvectors as multiplication by the
eigenvalue. -/
theorem mul_dyad {M : Matrix n n ℝ} {w : n → ℝ} {c : ℝ} (h : M *ᵥ w = c • w) :
    M * vecMulVec w w = c • vecMulVec w w := by
  ext i j
  have hi : ∑ k, M i k * w k = c * w i := congrFun h i
  simp only [Matrix.mul_apply, vecMulVec_apply, Matrix.smul_apply, smul_eq_mul,
    ← mul_assoc, ← Finset.sum_mul]
  rw [hi]
```

## Symmetry: a real Hamiltonian

Symmetry enters the derivation three times. First, it separates eigenvectors. If $Aw=\mu w$ with $w\neq0$, then

$$\mu\,(v\cdot w)=v\cdot Aw=(Av)\cdot w=l\,(v\cdot w).$$

Either $v\cdot w=0$, and the gap gives $|\mu|<|l|$, or $\mu=l$. In the second case $w-(v\cdot w)v$ is orthogonal to $v$. Were it nonzero, it would be an eigenvector of eigenvalue $l$, against the gap. Hence $w=(v\cdot w)v$. The lemma `eigenvector_cases` makes the same case split.

```lean
/-- Let `A` be symmetric with unit eigenvector `v` of eigenvalue `l`, and all eigenvalues on the
orthogonal complement of `v` smaller than `|l|` in absolute value. Then each eigenvector of `A` is
either orthogonal to `v`, with such a smaller eigenvalue, or a multiple of `v`, with eigenvalue
`l`. -/
theorem eigenvector_cases {A : Matrix n n ℝ} {v : n → ℝ} {l : ℝ} (hA : A.IsSymm)
    (hv1 : v ⬝ᵥ v = 1) (hv : A *ᵥ v = l • v)
    (hgap : ∀ (μ : ℝ) (w : n → ℝ), w ≠ 0 → v ⬝ᵥ w = 0 → A *ᵥ w = μ • w → |μ| < |l|)
    {μ : ℝ} {w : n → ℝ} (hw0 : w ≠ 0) (hw : A *ᵥ w = μ • w) :
    (v ⬝ᵥ w = 0 ∧ |μ| < |l|) ∨ (μ = l ∧ w = (v ⬝ᵥ w) • v) := by
  have h : v ⬝ᵥ (A *ᵥ w) = l * (v ⬝ᵥ w) := by
    rw [Matrix.dotProduct_mulVec, ← Matrix.mulVec_transpose, hA.eq, hv, smul_dotProduct,
      smul_eq_mul]
  rw [hw, dotProduct_smul, smul_eq_mul] at h
  by_cases h0 : v ⬝ᵥ w = 0
  · exact Or.inl ⟨h0, hgap μ w hw0 h0 hw⟩
  · have hμ : μ = l := mul_right_cancel₀ h0 h
    refine Or.inr ⟨hμ, ?_⟩
    by_contra hne
    -- the part of `w` orthogonal to `v` would be an eigenvector of eigenvalue `l`
    refine lt_irrefl |l| (hgap l (w - (v ⬝ᵥ w) • v) (sub_ne_zero.2 hne) ?_ ?_)
    · rw [dotProduct_sub, dotProduct_smul, hv1, smul_eq_mul, mul_one, sub_self]
    · rw [Matrix.mulVec_sub, Matrix.mulVec_smul, hv, hw, hμ, smul_sub, smul_comm]
```

Lean sets $0^{-1}=0$, so the next definition makes sense for every $A$; the theorem therefore states separately that the traces are nonzero.

```lean
variable [DecidableEq n]

/-- Repeated squaring: start from `A`, then square and divide by the trace of the square.
The step is meaningful when that trace is nonzero. -/
def squaring (A : Matrix n n ℝ) : ℕ → Matrix n n ℝ
  | 0 => A
  | k + 1 => ((squaring A k ^ 2).trace)⁻¹ • squaring A k ^ 2
```

Second, symmetry makes the denominators positive. For symmetric $X\neq0$,

$$\operatorname{tr}X^2=\sum_{ij}X_{ij}X_{ji}=\sum_{ij}X_{ij}^2>0 .$$

The next iterate is again symmetric and nonzero, so induction covers every step.

```lean
/-- For a nonzero symmetric matrix every iterate is symmetric and the trace of its square is
positive. -/
theorem squaring_trace_pos {A : Matrix n n ℝ} (hA : A.IsSymm) (h0 : A ≠ 0) (k : ℕ) :
    (squaring A k).IsSymm ∧ 0 < (squaring A k ^ 2).trace := by
  -- the trace of the square is the sum of the squared entries
  have pos : ∀ X : Matrix n n ℝ, X.IsSymm → X ≠ 0 → 0 < (X ^ 2).trace := by
    intro X hX hX0
    have h : (X ^ 2).trace = ∑ i, ∑ j, X i j ^ 2 := by
      simp only [pow_two, Matrix.trace, Matrix.diag_apply, Matrix.mul_apply]
      refine Finset.sum_congr rfl fun i _ => Finset.sum_congr rfl fun j _ => ?_
      rw [hX.apply i j]
    obtain ⟨i, j, hij⟩ : ∃ i j, X i j ≠ 0 := by
      by_contra hc
      exact hX0 (Matrix.ext fun i j => by_contra fun hij => hc ⟨i, j, hij⟩)
    rw [h]
    exact Finset.sum_pos' (fun i _ => Finset.sum_nonneg fun j _ => sq_nonneg _)
      ⟨i, Finset.mem_univ _, Finset.sum_pos' (fun j _ => sq_nonneg _)
        ⟨j, Finset.mem_univ _, by positivity⟩⟩
  induction k with
  | zero => exact ⟨hA, pos A hA h0⟩
  | succ k ih =>
    obtain ⟨hS, hT⟩ := ih
    have hs : (((squaring A k ^ 2).trace)⁻¹ • squaring A k ^ 2).IsSymm := by
      rw [Matrix.IsSymm, Matrix.transpose_smul, Matrix.transpose_pow, hS.eq]
    refine ⟨hs, pos _ hs (smul_ne_zero (inv_ne_zero hT.ne') fun h => ?_)⟩
    rw [h, Matrix.trace_zero] at hT
    exact lt_irrefl _ hT
```

It follows that

$$X_{k+1}=\frac{A^{2^{k+1}}}{\operatorname{tr}A^{2^{k+1}}} .$$

For $k=0$ this is the definition. Squaring the formula gives a nonzero multiple of $A^{2^{k+2}}$, and normalisation removes the factor; `normalise_smul` does this in the induction.

```lean
/-- For a nonzero symmetric matrix, `k + 1` squaring steps give the power `2 ^ (k + 1)` of `A`
divided by its trace. -/
theorem squaring_eq_pow {A : Matrix n n ℝ} (hA : A.IsSymm) (h0 : A ≠ 0) (k : ℕ) :
    squaring A (k + 1) = ((A ^ 2 ^ (k + 1)).trace)⁻¹ • A ^ 2 ^ (k + 1) := by
  induction k with
  | zero => simp [squaring]
  | succ k ih =>
    have hs : squaring A (k + 1 + 1) =
      ((squaring A (k + 1) ^ 2).trace)⁻¹ • squaring A (k + 1) ^ 2 := rfl
    have ht : (A ^ 2 ^ (k + 1)).trace ≠ 0 := by
      intro h
      have h1 := (squaring_trace_pos hA h0 (k + 1)).2
      rw [ih, h] at h1
      simp at h1
    have hP : A ^ 2 ^ (k + 1 + 1) = (A ^ 2 ^ (k + 1)) ^ 2 := by
      rw [← pow_mul, ← pow_succ]
    rw [hs, ih, smul_pow, normalise_smul (pow_ne_zero 2 (inv_ne_zero ht)), hP]
```

Third, symmetry supplies an orthonormal eigenbasis $u_i$ with eigenvalues $\lambda_i$, and

$$A^m=\sum_i\lambda_i^m u_iu_i^{\mathsf T}.$$

For $m=0$ this is completeness; each further factor of $A$ multiplies term $i$ by $\lambda_i$, by `mul_dyad`.

```lean
/-- Each power of a real symmetric matrix is the sum of the powers of its eigenvalues times the
projectors on an orthonormal eigenbasis. -/
theorem spectral_pow {B : Matrix n n ℝ} (hB : B.IsHermitian) (m : ℕ) :
    B ^ m = ∑ i, hB.eigenvalues i ^ m •
      vecMulVec (hB.eigenvectorBasis i).ofLp (hB.eigenvectorBasis i).ofLp := by
  induction m with
  | zero =>
    -- completeness of the eigenbasis
    simp only [pow_zero, one_smul]
    symm
    ext a j
    have h := congrArg (fun x : EuclideanSpace ℝ n => x.ofLp a)
      (hB.eigenvectorBasis.sum_repr' (EuclideanSpace.single j (1 : ℝ)))
    simpa [EuclideanSpace.inner_single_right, Matrix.sum_apply, vecMulVec_apply,
      Matrix.one_apply, Pi.single_apply, mul_comm] using h
  | succ m ih =>
    rw [pow_succ', ih, Finset.mul_sum]
    refine Finset.sum_congr rfl fun i _ => ?_
    rw [Matrix.mul_smul, mul_dyad (hB.mulVec_eigenvectorBasis i), smul_smul, pow_succ]
```

Without symmetry the limit can be wrong. Take $A=\begin{pmatrix}1&1\\0&0\end{pmatrix}$, $v=(1,0)^{\mathsf T}$ and $l=1$. No eigenvector is orthogonal to $v$, so the gap condition holds. But $A^2=A$ and $\operatorname{tr}A=1$, so $X_k=A\neq vv^{\mathsf T}$ for all $k$.

## Unit length and a nonzero eigenvalue

Unit length is the normalisation of the state. It gives $\operatorname{tr}vv^{\mathsf T}=v\cdot v=1$, which the last step of the limit needs. If $v$ is replaced by $2v$, the iterates are unchanged but $vv^{\mathsf T}$ becomes four times too large.

The condition $l\neq0$ says that the selected level does not sit at the zero of energy. With $v\neq0$ it gives $A\neq0$ (`hA0` in the proof), and it permits division by $l$. Given the other hypotheses, it excludes only the $1\times1$ zero matrix, for which the first step divides by zero: no $\mu$ satisfies $|\mu|<0$, so nothing may be orthogonal to $v$.

## The strict gap: one level dominates in magnitude

With $m=2^{k+1}$,

$$\frac{A^m}{l^m}=\sum_i\left(\frac{\lambda_i}{l}\right)^m u_iu_i^{\mathsf T}.$$

If $u_i\perp v$, the term tends to zero. Otherwise $\lambda_i=l$ and $u_i$ is a multiple of $v$, so the term stays at $u_iu_i^{\mathsf T}$. In both cases the limit is $vv^{\mathsf T}u_iu_i^{\mathsf T}$ (`hterm`). Summing with completeness gives $A^m/l^m\to vv^{\mathsf T}$ (`hY`). The trace tends to $1$, so the quotient

$$X_{k+1}=\frac{A^m/l^m}{\operatorname{tr}(A^m/l^m)}$$

has the same limit (`hX`).

```lean
/-- Let `A` be real symmetric with unit eigenvector `v` of eigenvalue `l ≠ 0`, and all eigenvalues
on the orthogonal complement of `v` smaller than `|l|` in absolute value. Then repeated squaring
never divides by zero and converges to the projector `v vᵀ`. -/
theorem squaring_tendsto {A : Matrix n n ℝ} {v : n → ℝ} {l : ℝ} (hA : A.IsSymm)
    (hv1 : v ⬝ᵥ v = 1) (hv : A *ᵥ v = l • v) (hl : l ≠ 0)
    (hgap : ∀ (μ : ℝ) (w : n → ℝ), w ≠ 0 → v ⬝ᵥ w = 0 → A *ᵥ w = μ • w → |μ| < |l|) :
    (∀ k, (squaring A k ^ 2).trace ≠ 0) ∧
      Tendsto (squaring A) atTop (𝓝 (vecMulVec v v)) := by
  have hA0 : A ≠ 0 := by
    intro h
    rw [h, Matrix.zero_mulVec] at hv
    have h2 : v ⬝ᵥ (l • v) = 0 := by rw [← hv, dotProduct_zero]
    rw [dotProduct_smul, hv1, smul_eq_mul, mul_one] at h2
    exact hl h2
  refine ⟨fun k => (squaring_trace_pos hA hA0 k).2.ne', ?_⟩
  have hH : A.IsHermitian := (Matrix.conjTranspose_eq_transpose_of_trivial A).trans hA.eq
  have hP : ∀ w : n → ℝ, vecMulVec v v *ᵥ w = (v ⬝ᵥ w) • v := by
    intro w
    ext i
    simp only [Matrix.mulVec, dotProduct, vecMulVec_apply, Pi.smul_apply, smul_eq_mul,
      Finset.sum_mul]
    exact Finset.sum_congr rfl fun k _ => by ring
  have hq : Tendsto (fun k : ℕ => 2 ^ (k + 1)) atTop (atTop : Filter ℕ) :=
    (tendsto_pow_atTop_atTop_of_one_lt one_lt_two).comp (tendsto_add_atTop_nat 1)
  -- each spectral term, relative to the dominant one, tends to its projection on `v`
  have hterm : ∀ i, Tendsto (fun k : ℕ => (hH.eigenvalues i / l) ^ 2 ^ (k + 1) •
      vecMulVec (hH.eigenvectorBasis i).ofLp (hH.eigenvectorBasis i).ofLp) atTop
      (𝓝 (vecMulVec v v *
        vecMulVec (hH.eigenvectorBasis i).ofLp (hH.eigenvectorBasis i).ofLp)) := by
    intro i
    rcases eigenvector_cases hA hv1 hv hgap
      (fun h => hH.eigenvectorBasis.orthonormal.ne_zero i (by ext a; exact congrFun h a))
      (hH.mulVec_eigenvectorBasis i) with ⟨h0, hlt⟩ | ⟨hμ, hw⟩
    · rw [mul_dyad (c := 0) (by rw [hP, h0, zero_smul, zero_smul])]
      have h1 : |hH.eigenvalues i / l| < 1 := by
        rwa [abs_div, div_lt_one (abs_pos.2 hl)]
      exact ((tendsto_pow_atTop_nhds_zero_of_abs_lt_one h1).comp hq).smul_const _
    · rw [mul_dyad (c := 1) (by rw [hP, ← hw, one_smul])]
      simp only [hμ, div_self hl, one_pow]
      exact tendsto_const_nhds
  have hsum := tendsto_finsetSum Finset.univ fun i _ => hterm i
  have hone := spectral_pow hH 0
  simp only [pow_zero, one_smul] at hone
  rw [← Finset.mul_sum, ← hone, mul_one] at hsum
  have hY : Tendsto (fun k : ℕ => (l ^ 2 ^ (k + 1))⁻¹ • A ^ 2 ^ (k + 1)) atTop
      (𝓝 (vecMulVec v v)) := by
    refine hsum.congr fun k => ?_
    rw [spectral_pow hH, Finset.smul_sum]
    refine Finset.sum_congr rfl fun i _ => ?_
    rw [smul_smul, div_pow, div_eq_inv_mul]
  -- the limit has trace one, so dividing by the trace does not change it
  have htr : (vecMulVec v v).trace = 1 := hv1
  have hT := ((continuous_id.matrix_trace).tendsto (vecMulVec v v)).comp hY
  simp only [id_eq, htr] at hT
  have hX := (hT.inv₀ one_ne_zero).smul hY
  rw [inv_one, one_smul] at hX
  refine (tendsto_add_atTop_iff_nat 1).1 (hX.congr fun k => ?_)
  rw [squaring_eq_pow hA hA0]
  exact normalise_smul (inv_ne_zero (pow_ne_zero _ hl)) _
```

Squaring loses the sign of $l$, but one product with $A$ recovers it: $\operatorname{tr}(AX_k)\to\operatorname{tr}(A\,vv^{\mathsf T})=l$.

```lean
/-- Let `A` be real symmetric with unit eigenvector `v` of eigenvalue `l ≠ 0`, and all eigenvalues
on the orthogonal complement of `v` smaller than `|l|` in absolute value. Then the trace of `A`
times the iterate converges to `l`. -/
theorem eigenvalue_tendsto {A : Matrix n n ℝ} {v : n → ℝ} {l : ℝ} (hA : A.IsSymm)
    (hv1 : v ⬝ᵥ v = 1) (hv : A *ᵥ v = l • v) (hl : l ≠ 0)
    (hgap : ∀ (μ : ℝ) (w : n → ℝ), w ≠ 0 → v ⬝ᵥ w = 0 → A *ᵥ w = μ • w → |μ| < |l|) :
    Tendsto (fun k => (A * squaring A k).trace) atTop (𝓝 l) := by
  have h := (squaring_tendsto hA hv1 hv hl hgap).2.const_mul A
  have hT := ((continuous_id.matrix_trace).tendsto (A * vecMulVec v v)).comp h
  have htr : (vecMulVec v v).trace = 1 := hv1
  have hlim : (A * vecMulVec v v).trace = l := by
    rw [mul_dyad hv, Matrix.trace_smul, htr, smul_eq_mul, mul_one]
  simp only [id_eq, hlim] at hT
  exact hT
```

The strict inequality cannot be relaxed to $|\mu|\le|l|$. For $A=\operatorname{diag}(1,-1)$, two levels placed symmetrically about zero, $A^2=I$ and $X_1=I/2$. Then $X_1^2=I/4$ has trace $1/2$, so $X_2=I/2$, and the iteration stays there, with equal weight on both states.

```lean
/-- For the diagonal matrix with entries `1` and `-1`, every iterate after the start is half the
identity. -/
theorem squaring_degenerate (k : ℕ) :
    squaring !![(1 : ℝ), 0; 0, -1] (k + 1) = (1 / 2 : ℝ) • (1 : Matrix (Fin 2) (Fin 2) ℝ) := by
  have hS : (!![(1 : ℝ), 0; 0, -1]).IsSymm :=
    Matrix.IsSymm.ext fun i j => by fin_cases i <;> fin_cases j <;> simp
  have h0 : !![(1 : ℝ), 0; 0, -1] ≠ 0 := fun h => by
    simpa using congrFun (congrFun h 0) 0
  have h1 : !![(1 : ℝ), 0; 0, -1] ^ 2 = 1 := by
    ext i j
    fin_cases i <;> fin_cases j <;> simp [pow_two, Matrix.mul_apply, Fin.sum_univ_succ]
  rw [squaring_eq_pow hS h0, pow_succ' 2 k, pow_mul, h1, one_pow, Matrix.trace_one]
  simp

end

end RepeatedSquaring
```

```lean
#print axioms RepeatedSquaring.squaring_trace_pos
#print axioms RepeatedSquaring.eigenvalue_tendsto
#print axioms RepeatedSquaring.squaring_degenerate
```

```
'RepeatedSquaring.squaring_trace_pos' depends on axioms: [propext, Classical.choice, Quot.sound]
'RepeatedSquaring.eigenvalue_tendsto' depends on axioms: [propext, Classical.choice, Quot.sound]
'RepeatedSquaring.squaring_degenerate' depends on axioms: [propext, Classical.choice, Quot.sound]
```
